# The mean one-dimensional Coulomb repulsion of N particles on finitely many points is never below its Hartree value

Infinite parallel sheets with the same uniform charge density, moving along their common normal, repel each other with a force per area independent of distance, so each pair has energy \(-|x-y|\) per area, in suitable units and with the zero of energy at contact. If their positions are correlated in an arbitrary way, can the mean repulsion fall below the Hartree energy computed from the density alone?

In Lean 4 with Mathlib:

```lean
import Mathlib

open Finset

namespace OneDimensionalCoulomb

noncomputable section

/-- Electrostatic energy of charges `c` on the points of `S`, with the one-dimensional
Coulomb interaction `-|x - y|` between unit charges. -/
def selfEnergy (S : Finset ℝ) (c : ℝ → ℝ) : ℝ :=
  -(1 / 2) * ∑ x ∈ S, ∑ y ∈ S, c x * c y * |x - y|

/-- Number of particles of the configuration `x` that sit at the point `y`. -/
def occupation {N : ℕ} {S : Finset ℝ} (x : Fin N → S) (y : ℝ) : ℝ :=
  ∑ p, if (x p : ℝ) = y then 1 else 0

/-- Coulomb repulsion of a configuration, each pair of particles counted once. -/
def repulsion {N : ℕ} {S : Finset ℝ} (x : Fin N → S) : ℝ :=
  ∑ p, ∑ q, if p < q then -|(x p : ℝ) - x q| else 0

/-- One-particle density: the occupation of the point `y` averaged with the weights `P`. -/
def density {N : ℕ} {S : Finset ℝ} (P : (Fin N → S) → ℝ) (y : ℝ) : ℝ :=
  ∑ x, P x * occupation x y

/-- Charges on `S` together with a compensating charge at a point `b` to the right of `S`
have non-negative energy, and zero energy only if all charges on `S` vanish. -/
theorem compensated_energy (c : ℝ → ℝ) (S : Finset ℝ) : ∀ b : ℝ, (∀ x ∈ S, x < b) →
    0 ≤ selfEnergy S c + (∑ x ∈ S, c x) * ∑ x ∈ S, c x * (b - x) ∧
    (selfEnergy S c + (∑ x ∈ S, c x) * ∑ x ∈ S, c x * (b - x) = 0 → ∀ x ∈ S, c x = 0) := by
  refine Finset.induction_on_max S ?_ ?_
  · intro b _
    simp [selfEnergy]
  · intro a s ha ih b hb
    have has : a ∉ s := fun h => lt_irrefl a (ha a h)
    have hab : a < b := hb a (mem_insert_self a s)
    obtain ⟨h1, h2⟩ := ih a ha
    have hM : ∑ x ∈ s, c x * (b - x)
        = ∑ x ∈ s, c x * (a - x) + (∑ x ∈ s, c x) * (b - a) := by
      rw [sum_mul, ← sum_add_distrib]
      exact sum_congr rfl fun x _ => by ring
    have r1 : ∑ x ∈ s, c a * c x * |a - x| = c a * ∑ x ∈ s, c x * (a - x) := by
      rw [mul_sum]
      refine sum_congr rfl fun x hx => ?_
      rw [abs_of_pos (sub_pos.2 (ha x hx))]
      ring
    have r2 : ∑ x ∈ s, c x * c a * |x - a| = c a * ∑ x ∈ s, c x * (a - x) := by
      rw [← r1]
      refine sum_congr rfl fun x _ => ?_
      rw [abs_sub_comm x a]
      ring
    have hE : selfEnergy (insert a s) c
        = selfEnergy s c - c a * ∑ x ∈ s, c x * (a - x) := by
      simp only [selfEnergy, sum_insert has, sum_add_distrib, r1, r2, sub_self, abs_zero]
      ring
    -- the gap from `a` to `b` adds the square of the enclosed charge times its length
    have key : selfEnergy (insert a s) c
        + (∑ x ∈ insert a s, c x) * ∑ x ∈ insert a s, c x * (b - x)
        = (selfEnergy s c + (∑ x ∈ s, c x) * ∑ x ∈ s, c x * (a - x))
          + (∑ x ∈ s, c x + c a) ^ 2 * (b - a) := by
      simp only [hE, sum_insert has, hM]
      ring
    have hsq : 0 ≤ (∑ x ∈ s, c x + c a) ^ 2 * (b - a) :=
      mul_nonneg (sq_nonneg _) (by linarith)
    rw [key]
    refine ⟨by linarith, fun h0 => ?_⟩
    have hs := h2 (by linarith)
    have hz : (∑ x ∈ s, c x + c a) ^ 2 * (b - a) = 0 := by linarith
    rw [sum_eq_zero hs, zero_add] at hz
    have hca : c a = 0 := by
      rcases mul_eq_zero.1 hz with h | h
      · exact (pow_eq_zero_iff two_ne_zero).1 h
      · linarith
    intro x hx
    rcases mem_insert.1 hx with h | h
    · rw [h]
      exact hca
    · exact hs x h

/-- A neutral charge distribution on the line has non-negative Coulomb energy, and zero
energy only if every charge vanishes. -/
theorem neutral_energy (S : Finset ℝ) (c : ℝ → ℝ) (hc : ∑ x ∈ S, c x = 0) :
    0 ≤ selfEnergy S c ∧ (selfEnergy S c = 0 → ∀ x ∈ S, c x = 0) := by
  obtain ⟨m, hm⟩ := S.bddAbove
  have h := compensated_energy c S (m + 1) fun x hx => by
    have := hm (mem_coe.2 hx)
    linarith
  rwa [hc, zero_mul, add_zero] at h

/-- Summing a one-body function over the particles is the same as summing it over the
points, weighted with the occupation numbers. -/
theorem sum_occupation {N : ℕ} {S : Finset ℝ} (x : Fin N → S) (f : ℝ → ℝ) :
    ∑ y ∈ S, occupation x y * f y = ∑ p, f (x p) := by
  simp only [occupation, sum_mul]
  rw [sum_comm]
  refine sum_congr rfl fun p _ => ?_
  simp

/-- The pair repulsion of a configuration is the self-energy of its occupation numbers. -/
theorem repulsion_eq {N : ℕ} {S : Finset ℝ} (x : Fin N → S) :
    repulsion x = selfEnergy S (occupation x) := by
  have inner (y : ℝ) : ∑ z ∈ S, occupation x y * occupation x z * |y - z|
      = occupation x y * ∑ q, |y - (x q : ℝ)| := by
    have h : ∑ z ∈ S, occupation x z * |y - z| = ∑ q, |y - (x q : ℝ)| :=
      sum_occupation x fun z => |y - z|
    rw [← h, mul_sum]
    exact sum_congr rfl fun z _ => by ring
  have outer : ∑ y ∈ S, occupation x y * ∑ q, |y - (x q : ℝ)|
      = ∑ p, ∑ q, |(x p : ℝ) - x q| :=
    sum_occupation x fun y => ∑ q, |y - (x q : ℝ)|
  have swap : repulsion x = ∑ p, ∑ q, if q < p then -|(x p : ℝ) - x q| else 0 := by
    unfold repulsion
    rw [sum_comm]
    refine sum_congr rfl fun p _ => sum_congr rfl fun q _ => ?_
    rw [abs_sub_comm]
  -- ordered pairs count every pair twice
  have split : ∑ p, ∑ q, -|(x p : ℝ) - x q|
      = repulsion x + ∑ p, ∑ q, if q < p then -|(x p : ℝ) - x q| else 0 := by
    unfold repulsion
    rw [← sum_add_distrib]
    refine sum_congr rfl fun p _ => ?_
    rw [← sum_add_distrib]
    refine sum_congr rfl fun q _ => ?_
    rcases lt_trichotomy p q with h | h | h <;> simp [h, not_lt_of_ge h.le]
  rw [← swap] at split
  simp only [sum_neg_distrib] at split
  simp only [selfEnergy, inner, outer]
  linarith

/-- The mean self-energy of configuration-dependent charges `f x` is the Coulomb sum over
their mean pair products. -/
theorem mean_selfEnergy {N : ℕ} {S : Finset ℝ} (P : (Fin N → S) → ℝ)
    (f : (Fin N → S) → ℝ → ℝ) :
    ∑ x, P x * selfEnergy S (f x)
      = -(1 / 2) * ∑ y ∈ S, ∑ z ∈ S, (∑ x, P x * (f x y * f x z)) * |y - z| := by
  simp only [selfEnergy, mul_sum, sum_mul]
  rw [sum_comm]
  refine sum_congr rfl fun y _ => ?_
  rw [sum_comm]
  exact sum_congr rfl fun z _ => sum_congr rfl fun x _ => by ring

/-- For weights `P` of sum one, the mean repulsion is the Hartree energy of the density plus
the mean self-energy of the density fluctuations. -/
theorem mean_repulsion_eq {N : ℕ} {S : Finset ℝ} (P : (Fin N → S) → ℝ)
    (hP : ∑ x, P x = 1) :
    ∑ x, P x * repulsion x = selfEnergy S (density P)
      + ∑ x, P x * selfEnergy S (fun y => occupation x y - density P y) := by
  have hd (y : ℝ) : ∑ x, P x * occupation x y = density P y := rfl
  -- covariance of the occupation numbers at two points
  have cov (y z : ℝ) :
      ∑ x, P x * ((occupation x y - density P y) * (occupation x z - density P z))
        = ∑ x, P x * (occupation x y * occupation x z) - density P y * density P z := by
    have h : ∑ x, P x * ((occupation x y - density P y) * (occupation x z - density P z))
        = ∑ x, (P x * (occupation x y * occupation x z) - P x * occupation x y * density P z
          - P x * occupation x z * density P y + P x * (density P y * density P z)) :=
      sum_congr rfl fun x _ => by ring
    rw [h, sum_add_distrib, sum_sub_distrib, sum_sub_distrib, ← sum_mul, ← sum_mul,
      ← sum_mul, hP, hd y, hd z]
    ring
  have h1 := mean_selfEnergy P occupation
  have h2 : ∑ x, P x * selfEnergy S (fun y => occupation x y - density P y)
      = -(1 / 2) * ∑ y ∈ S, ∑ z ∈ S, (∑ x, P x * ((occupation x y - density P y)
        * (occupation x z - density P z))) * |y - z| :=
    mean_selfEnergy P fun x y => occupation x y - density P y
  simp only [cov] at h2
  simp only [sub_mul, sum_sub_distrib] at h2
  simp only [repulsion_eq]
  rw [h1, h2]
  simp only [selfEnergy]
  ring

/-- At fixed particle number and for weights `P` of sum one, the density fluctuations of
every configuration are neutral. -/
theorem fluctuation_neutral {N : ℕ} {S : Finset ℝ} (P : (Fin N → S) → ℝ)
    (hP : ∑ x, P x = 1) (x : Fin N → S) :
    ∑ y ∈ S, (occupation x y - density P y) = 0 := by
  have hN (x : Fin N → S) : ∑ y ∈ S, occupation x y = N := by
    simpa using sum_occupation x fun _ => 1
  have h : ∑ y ∈ S, density P y = N := by
    simp only [density]
    rw [sum_comm]
    simp only [← mul_sum, hN]
    rw [← sum_mul, hP, one_mul]
  rw [sum_sub_distrib, hN, h, sub_self]

/-- For every probability `P` on configurations of `N` particles on finitely many points of
the line, the mean Coulomb repulsion is at least the Hartree energy of the density. Equality
holds exactly if each configuration of non-zero probability has the density as its
occupation numbers. -/
theorem hartree_le_mean_repulsion {N : ℕ} {S : Finset ℝ} (P : (Fin N → S) → ℝ)
    (hP0 : ∀ x, 0 ≤ P x) (hP : ∑ x, P x = 1) :
    selfEnergy S (density P) ≤ ∑ x, P x * repulsion x ∧
    (selfEnergy S (density P) = ∑ x, P x * repulsion x ↔
      ∀ x, P x ≠ 0 → ∀ y ∈ S, occupation x y = density P y) := by
  have hn (x : Fin N → S) := neutral_energy S _ (fluctuation_neutral P hP x)
  have hterm : ∀ x ∈ (univ : Finset (Fin N → S)),
      0 ≤ P x * selfEnergy S (fun y => occupation x y - density P y) :=
    fun x _ => mul_nonneg (hP0 x) (hn x).1
  rw [mean_repulsion_eq P hP]
  refine ⟨by linarith [sum_nonneg hterm], fun h => ?_, fun h => ?_⟩
  · -- equality forces the fluctuation energy of each possible configuration to vanish
    have h0 := (sum_eq_zero_iff_of_nonneg hterm).1 (by linarith)
    intro x hx y hy
    have hE := (mul_eq_zero.1 (h0 x (mem_univ x))).resolve_left hx
    exact sub_eq_zero.1 ((hn x).2 hE y hy)
  · have h0 : ∑ x, P x * selfEnergy S (fun y => occupation x y - density P y) = 0 := by
      refine sum_eq_zero fun x _ => ?_
      by_cases hx : P x = 0
      · rw [hx, zero_mul]
      · have hE : selfEnergy S (fun y => occupation x y - density P y) = 0 := by
          unfold selfEnergy
          rw [sum_eq_zero, mul_zero]
          intro y hy
          refine sum_eq_zero fun z _ => ?_
          simp only [h x hx y hy, sub_self, zero_mul]
        rw [hE, mul_zero]
    rw [h0, add_zero]

end

end OneDimensionalCoulomb
```

```lean
#print axioms OneDimensionalCoulomb.hartree_le_mean_repulsion
-- 'OneDimensionalCoulomb.hartree_le_mean_repulsion' depends on axioms: [propext, Classical.choice, Quot.sound]
```

## Mean repulsion and Hartree energy

A configuration `x : Fin N → S` places \(N\) labelled particles on a finite set \(S\) of real positions; several may share a point. `P` gives its probability: `hP0` says that no weight is negative, `hP` that they sum to one. No symmetry under relabelling is required.

Write \(n_x(y)\) for `occupation x y`, the number of particles at \(y\), and \(\rho(y)=\sum_x P(x)\,n_x(y)\) for `density P y`, a number per point and not per length. For charges \(c\), `selfEnergy S c` is

\[E[c]=-\tfrac12\sum_{x,y\in S}c(x)c(y)|x-y| .\]

This is the electrostatic energy of the whole distribution, not the self-energy of Green's function theory. For \(c=\rho\) it is the Hartree energy. As in the code, \(x\) is a point in formulas for charges and a configuration elsewhere.

With \(W(x)=-\sum_{p<q}|x_p-x_q|\) for `repulsion x`, `hartree_le_mean_repulsion` states

\[E[\rho]\le\sum_x P(x)W(x),\]

with equality exactly when every configuration of non-zero probability has \(n_x=\rho\) on \(S\). Neither energy is ever positive, because the pair energy is set to zero at contact and decreases with distance. This convention matters: adding a constant \(C\) to the pair energy shifts the mean repulsion by \(CN(N-1)/2\) but the Hartree energy by \(CN^2/2\).

In density functional terms, the interaction energy beyond Hartree is never negative for this linear interaction on a finite grid. `P` can be the squared modulus of a normalised lattice wavefunction, summed over spin. The passage to a continuous density is a further limit. The sign does not carry over to a positive, softened interaction: there a single particle has positive Hartree energy and no repulsion.

## Neutral charges have non-negative energy

Let \(s\) be a set of points to the left of \(a\), with total charge \(Q\), and let \(D=\sum_{x\in s}c(x)(a-x)\). A compensating charge \(-Q\) at \(a\) makes the total energy \(F(s,a)=E_s[c]+QD\), where \(E_s\) is the energy of the charges on \(s\).

Now put charge \(c(a)\) at \(a\), so that the total charge is \(Q'=Q+c(a)\), and replace the compensating charge by \(-Q'\) at \(b>a\). Then

\[\begin{aligned}
F(s\cup\{a\},b)&=E_s[c]-c(a)D+Q'\bigl(D+Q'(b-a)\bigr)\\
&=F(s,a)+Q'^2(b-a).
\end{aligned}\]

The last term is the field energy of the gap. This is `key` in `compensated_energy`, where `Finset.induction_on_max` adds points from left to right, starting from zero energy for no points. By induction \(F(s,a)\ge0\), so the total energy is non-negative, and if it vanishes, both terms do. Then the charges on \(s\) are zero, again by induction, so \(Q'=c(a)\), which is zero too.

For neutral charges the compensating charge is zero, and `neutral_energy` follows: \(E[c]\ge0\), with equality only if \(c=0\) on \(S\).

## Correlation adds the energy of the fluctuations

Ordered pairs count each pair twice, and the terms with \(p=q\) vanish. Grouping particles by position (`sum_occupation`) therefore gives `repulsion_eq`:

\[W(x)=-\tfrac12\sum_{p,q}|x_p-x_q|=E[n_x].\]

Let \(\delta_x=n_x-\rho\). Since the weights sum to one,

\[\sum_xP(x)\,\delta_x(y)\delta_x(z)=\sum_xP(x)\,n_x(y)n_x(z)-\rho(y)\rho(z),\]

which is `cov`. Multiplying by \(-\tfrac12|y-z|\) and summing over \(y,z\) gives `mean_repulsion_eq`:

\[\sum_xP(x)W(x)=E[\rho]+\sum_xP(x)E[\delta_x].\]

Both \(n_x\) and \(\rho\) sum to \(N\), so \(\delta_x\) is neutral (`fluctuation_neutral`) and the last sum is non-negative. If it is zero, each of its terms is zero, so \(\delta_x=0\) wherever \(P(x)\ne0\). Conversely, if all these \(\delta_x\) vanish, so does the sum.

## Two particles on two points

Take \(S=\{0,1\}\), \(N=2\), and probability \(1/4\) for each of the four configurations. Then \(\rho=(1,1)\) and \(E[\rho]=-1\), while the mean repulsion is \(-1/2\). The two doubly occupied configurations have \(\delta=\pm(1,-1)\) with energy 1 each, and supply the difference \(2\cdot\tfrac14=\tfrac12\).

The fixed particle number, built into `Fin N → S`, is needed. Mix the empty system and the system with one particle at each point, with probability \(1/2\) each: the mean repulsion is \(-1/2\), but \(\rho=(\tfrac12,\tfrac12)\) gives \(E[\rho]=-1/4\), and the inequality fails.
